# How far the minimum energy of a power functional at fixed orbitals moves with its exponent

## Two exponents, two minimisers

Minimise a power functional with exponent 0.55, then again with 0.60. The occupation numbers can relax in between, so the two energies may belong to different points. Once the first run is done, its minimiser can be inserted in the second functional to bound the second energy from above. The bound below is available before either run: it needs only the two exponents and the sum of the exchange integrals. It applies to calculations with one-body reduced density matrices in which a finite set of orbitals is held fixed and only the occupations are optimised.

## The functional and the bound

Take $M$ spin orbitals with occupations $n_i\in[0,1]$ that sum to the electron number $N$, where $0\le N\le M$. For an exponent $a>0$ the energy is

$$\mathcal E_a(n)=g(n)-\tfrac12\sum_{i,j}K_{ij}(n_in_j)^a .$$

The function $g$ is continuous on the cube $[0,1]^M$ and typically holds the one-electron and Hartree energies. The numbers $K_{ij}$ are exchange integrals. Each is the Coulomb repulsion integral between the overlap density of two orbitals and its complex conjugate. Such an integral is never negative, which is why $K_{ij}\ge0$ is assumed. Let $E(a)$ be the minimum of $\mathcal E_a$ over the admissible occupations. Then for $0<a\le b$

$$0\le E(b)-E(a)\le\frac{(b-a)\sum_{i,j}K_{ij}}{2ae}.$$

From the Müller exponent $a=\tfrac12$ to the Hartree-Fock exponent $b=1$, the energy therefore rises by at most $\sum_{i,j} K_{ij}/(2e)$. Here $E(1)$ is a minimum over occupations at fixed orbitals, not a self-consistent Hartree-Fock energy.

## From one power to the minimum energy

**A single power.** Let $x\ge0$. If $x=0$, both powers vanish. Otherwise put $u=\ln x$. Since $1+y\le e^y$ with $y=(b-a)u$,

$$x^a-x^b=e^{ua}\bigl(1-e^{(b-a)u}\bigr)\le(b-a)\,(-u\,e^{ua}).$$

The same inequality with $y=-au-1$ gives $-au\le e^{-au-1}$. Multiplying by $e^{ua}/a$ yields $-u\,e^{ua}\le 1/(ae)$, and hence

$$x^a-x^b\le\frac{b-a}{ae}.$$

**Fixed occupations.** Set $x=n_in_j\in[0,1]$. Then $x^b\le x^a$ as well. Multiplying by $K_{ij}/2\ge0$ and summing gives

$$0\le\mathcal E_b(n)-\mathcal E_a(n)\le C,\qquad C=\frac{(b-a)\sum_{i,j}K_{ij}}{2ae}.$$

**Existence of minimisers.** The admissible set is a closed slice of a compact cube. It contains the vector with all entries $N/M$, or the empty vector if $M=0$. The energy is continuous on it, so a minimum is attained.

**Exchange of trial vectors.** Let $n$ minimise $\mathcal E_a$ and $m$ minimise $\mathcal E_b$. Then

$$E(a)\le\mathcal E_a(m)\le\mathcal E_b(m)=E(b),$$
$$E(b)\le\mathcal E_b(n)\le\mathcal E_a(n)+C=E(a)+C.$$

## One orbital shows that the prefactor is optimal

For one orbital with $g=0$ and exchange integral $k$, the only admissible occupation is $N$ itself. Choose $N=e^{-1/(2a)}$, a fractional electron number, which the model allows. At a variable exponent $p$,

$$E(p)=-\tfrac k2N^{2p}=-\tfrac k2e^{-p/a},\qquad E'(a)=\frac{k}{2ae}.$$

For $k>0$ this equals the slope allowed by the bound, so no smaller constant can replace $1/(2e)$ in a bound of this form. The sharpness concerns small steps. For $a<b$ and $\sum_{i,j}K_{ij}>0$ the change always stays strictly below the bound. From $a=\tfrac12$ to $b=1$, for example, $\sqrt x-x\le\tfrac14$ limits the rise to $\tfrac18\sum_{i,j}K_{ij}$, whereas the general bound gives about $0.184\sum_{i,j}K_{ij}$.

## Negative exchange integrals can break both inequalities

Take one orbital with $g=0$, the unphysical value $K_{11}=-1$ and $N=\tfrac12$. Then $E(p)=\tfrac12\,(1/4)^p$, so $E(1)-E(\tfrac12)=\tfrac18-\tfrac14=-\tfrac18$. This is negative, and it also exceeds the supposed upper bound $-1/(2e)\approx-0.184$. The theorem thus fails if nothing at all is assumed about the signs of $K$.

## The statement in Lean

The orbitals are labelled by a finite type `ι`, and $M$ is `Fintype.card ι`. The set `occupations ι N` holds the admissible vectors, `energy g K a n` is $\mathcal E_a(n)$, and `groundEnergy g K N a` is $E(a)$, defined as an infimum. The theorem `groundEnergy_isLeast` shows that this infimum is an attained minimum under the stated hypotheses.

The cube is `Icc 0 1`, taken componentwise, and `ContinuousOn g (Icc 0 1)` asks for continuity only there. The electron number is real, not necessarily an integer, and `K` need not be symmetric. Both `g` and `K` stay the same when the exponent changes, so orbital relaxation lies beyond the model.

```lean
import Mathlib

open Set

namespace PowerFunctional

noncomputable section

/-- The admissible occupation numbers: each lies between 0 and 1, and they sum to the
electron number `N`. -/
def occupations (ι : Type*) [Fintype ι] (N : ℝ) : Set (ι → ℝ) :=
  {n | (∀ i, 0 ≤ n i ∧ n i ≤ 1) ∧ ∑ i, n i = N}

variable {ι : Type*} [Fintype ι]

/-- The energy of the power functional with exponent `a`: a functional `g` of the occupations
minus the exchange-correlation term `(1/2) ∑ K i j (n i n j)^a`. -/
def energy (g : (ι → ℝ) → ℝ) (K : ι → ι → ℝ) (a : ℝ) (n : ι → ℝ) : ℝ :=
  g n - (1 / 2) * ∑ i, ∑ j, K i j * (n i * n j) ^ a

/-- The minimum energy `E(a)` at fixed orbitals, defined as the infimum of the power functional over
the admissible occupations. -/
def groundEnergy (g : (ι → ℝ) → ℝ) (K : ι → ι → ℝ) (N a : ℝ) : ℝ :=
  sInf (energy g K a '' occupations ι N)

/-- For `0 < a ≤ b` and `x ≥ 0`, raising the exponent from `a` to `b` lowers the power of `x` by at
most `(b - a) / (a e)`. -/
theorem rpow_sub_rpow_le {a b x : ℝ} (ha : 0 < a) (hab : a ≤ b) (hx : 0 ≤ x) :
    x ^ a - x ^ b ≤ (b - a) / (a * Real.exp 1) := by
  have hpos : 0 < a * Real.exp 1 := by positivity
  rcases hx.eq_or_lt with h0 | h0
  · rw [← h0, Real.zero_rpow ha.ne', Real.zero_rpow (ha.trans_le hab).ne', sub_zero]
    exact div_nonneg (sub_nonneg.2 hab) hpos.le
  rw [Real.rpow_def_of_pos h0, Real.rpow_def_of_pos h0, le_div_iff₀ hpos]
  generalize Real.log x = u
  -- the difference is at most `b - a` times the downward slope `-u e^(u a)` at exponent `a`
  have h1 : Real.exp (u * a) - Real.exp (u * b) ≤ (b - a) * (-u * Real.exp (u * a)) := by
    have h2 : Real.exp (u * b) = Real.exp (u * a) * Real.exp ((b - a) * u) := by
      rw [← Real.exp_add]
      congr 1
      ring
    have h3 := mul_le_mul_of_nonneg_left (Real.add_one_le_exp ((b - a) * u))
      (Real.exp_pos (u * a)).le
    rw [h2]
    linarith
  -- this downward slope is at most 1 / (a e)
  have h4 : -u * Real.exp (u * a) * (a * Real.exp 1) ≤ 1 := by
    have h5 : -(a * u) ≤ Real.exp (-(a * u) - 1) := by
      have := Real.add_one_le_exp (-(a * u) - 1)
      linarith
    calc -u * Real.exp (u * a) * (a * Real.exp 1)
        = -(a * u) * Real.exp (u * a + 1) := by rw [Real.exp_add]; ring
      _ ≤ Real.exp (-(a * u) - 1) * Real.exp (u * a + 1) :=
          mul_le_mul_of_nonneg_right h5 (Real.exp_pos _).le
      _ = 1 := by
          rw [← Real.exp_add, ← Real.exp_zero]
          congr 1
          ring
  calc (Real.exp (u * a) - Real.exp (u * b)) * (a * Real.exp 1)
      ≤ (b - a) * (-u * Real.exp (u * a)) * (a * Real.exp 1) :=
        mul_le_mul_of_nonneg_right h1 hpos.le
    _ = (b - a) * (-u * Real.exp (u * a) * (a * Real.exp 1)) := by ring
    _ ≤ (b - a) * 1 := mul_le_mul_of_nonneg_left h4 (sub_nonneg.2 hab)
    _ = b - a := mul_one _

/-- At fixed admissible occupations and for `K i j ≥ 0`, raising the exponent from `a > 0` to
`b ≥ a` does not lower the energy. -/
theorem energy_mono {g : (ι → ℝ) → ℝ} {K : ι → ι → ℝ} {N a b : ℝ} {n : ι → ℝ}
    (hK : ∀ i j, 0 ≤ K i j) (ha : 0 < a) (hab : a ≤ b) (hn : n ∈ occupations ι N) :
    energy g K a n ≤ energy g K b n := by
  have h : ∑ i, ∑ j, K i j * (n i * n j) ^ b ≤ ∑ i, ∑ j, K i j * (n i * n j) ^ a := by
    refine Finset.sum_le_sum fun i _ => Finset.sum_le_sum fun j _ => ?_
    exact mul_le_mul_of_nonneg_left
      (Real.rpow_le_rpow_of_exponent_ge' (mul_nonneg (hn.1 i).1 (hn.1 j).1)
        (mul_le_one₀ (hn.1 i).2 (hn.1 j).1 (hn.1 j).2) ha.le hab) (hK i j)
  unfold energy
  linarith

/-- At fixed admissible occupations and for `K i j ≥ 0`, raising the exponent from `a > 0` to
`b ≥ a` raises the energy by at most `(b - a) (∑ K i j) / (2 a e)`. -/
theorem energy_sub_le {g : (ι → ℝ) → ℝ} {K : ι → ι → ℝ} {N a b : ℝ} {n : ι → ℝ}
    (hK : ∀ i j, 0 ≤ K i j) (ha : 0 < a) (hab : a ≤ b) (hn : n ∈ occupations ι N) :
    energy g K b n - energy g K a n
      ≤ (b - a) * (∑ i, ∑ j, K i j) / (2 * a * Real.exp 1) := by
  have h : ∑ i, ∑ j, K i j * (n i * n j) ^ a
      ≤ ∑ i, ∑ j, (K i j * (n i * n j) ^ b + K i j * ((b - a) / (a * Real.exp 1))) := by
    refine Finset.sum_le_sum fun i _ => Finset.sum_le_sum fun j _ => ?_
    have := mul_le_mul_of_nonneg_left
      (rpow_sub_rpow_le ha hab (mul_nonneg (hn.1 i).1 (hn.1 j).1)) (hK i j)
    linarith
  simp only [Finset.sum_add_distrib, ← Finset.sum_mul] at h
  have e : (b - a) * (∑ i, ∑ j, K i j) / (2 * a * Real.exp 1)
      = (1 / 2) * ((∑ i, ∑ j, K i j) * ((b - a) / (a * Real.exp 1))) := by ring
  rw [e]
  unfold energy
  linarith

/-- For `g` continuous on the cube `[0,1]^M`, `0 ≤ N ≤ M` and `a > 0`, the infimum `E(a)` is a
minimum, attained at admissible occupations. -/
theorem groundEnergy_isLeast {g : (ι → ℝ) → ℝ} (K : ι → ι → ℝ) {N a : ℝ}
    (hg : ContinuousOn g (Icc 0 1)) (hN : 0 ≤ N) (hNM : N ≤ Fintype.card ι) (ha : 0 < a) :
    IsLeast (energy g K a '' occupations ι N) (groundEnergy g K N a) := by
  have hsub : occupations ι N ⊆ Icc 0 1 := fun n hn =>
    ⟨fun i => (hn.1 i).1, fun i => (hn.1 i).2⟩
  -- the admissible set is a closed slice of the cube
  have hset : occupations ι N = Icc 0 1 ∩ {n | ∑ i, n i = N} := by
    ext n
    exact ⟨fun hn => ⟨hsub hn, hn.2⟩, fun hn => ⟨fun i => ⟨hn.1.1 i, hn.1.2 i⟩, hn.2⟩⟩
  have hcomp : IsCompact (occupations ι N) := by
    rw [hset]
    exact isCompact_Icc.inter_right
      (isClosed_eq (continuous_finsetSum _ fun i _ => continuous_apply i) continuous_const)
  -- equal occupations N / M are admissible
  have hne : (occupations ι N).Nonempty := by
    refine ⟨fun _ => N / Fintype.card ι, fun _ => ⟨div_nonneg hN (Nat.cast_nonneg _),
      div_le_one_of_le₀ hNM (Nat.cast_nonneg _)⟩, ?_⟩
    rw [Finset.sum_const, Finset.card_univ, nsmul_eq_mul]
    by_cases h : (Fintype.card ι : ℝ) = 0
    · rw [h] at hNM ⊢
      linarith
    · field_simp
  have hx : Continuous fun n : ι → ℝ => (1 / 2) * ∑ i, ∑ j, K i j * (n i * n j) ^ a := by
    refine continuous_const.mul (continuous_finsetSum _ fun i _ =>
      continuous_finsetSum _ fun j _ => continuous_const.mul ?_)
    exact ((continuous_apply i).mul (continuous_apply j)).rpow_const fun _ => Or.inr ha.le
  have hc : ContinuousOn (energy g K a) (occupations ι N) :=
    (hg.mono hsub).sub hx.continuousOn
  exact (hcomp.image_of_continuousOn hc).isLeast_sInf (hne.image _)

/-- Sensitivity to the power exponent: for `g` continuous on `[0,1]^M`, `K i j ≥ 0`,
`0 ≤ N ≤ M` and `0 < a ≤ b`, one has `0 ≤ E(b) - E(a) ≤ (b - a) (∑ K i j) / (2 a e)`. -/
theorem exponent_sensitivity {g : (ι → ℝ) → ℝ} {K : ι → ι → ℝ} {N a b : ℝ}
    (hg : ContinuousOn g (Icc 0 1)) (hK : ∀ i j, 0 ≤ K i j)
    (hN : 0 ≤ N) (hNM : N ≤ Fintype.card ι) (ha : 0 < a) (hab : a ≤ b) :
    0 ≤ groundEnergy g K N b - groundEnergy g K N a ∧
    groundEnergy g K N b - groundEnergy g K N a
      ≤ (b - a) * (∑ i, ∑ j, K i j) / (2 * a * Real.exp 1) := by
  obtain ⟨⟨n, hn, hna⟩, hlowa⟩ := groundEnergy_isLeast K hg hN hNM ha
  obtain ⟨⟨m, hm, hmb⟩, hlowb⟩ := groundEnergy_isLeast K hg hN hNM (ha.trans_le hab)
  -- each minimiser serves as a trial vector for the other exponent
  have h1 := hlowa (mem_image_of_mem _ hm)
  have h2 := hlowb (mem_image_of_mem _ hn)
  have h3 := energy_mono (g := g) hK ha hab hm
  have h4 := energy_sub_le (g := g) hK ha hab hn
  constructor <;> linarith

/-- From the Müller exponent `1/2` to the Hartree-Fock exponent `1`, the minimum energy at fixed
orbitals rises by at most `(∑ K i j) / (2 e)`, for `g` continuous on `[0,1]^M`, `K i j ≥ 0` and
`0 ≤ N ≤ M`. -/
theorem mueller_to_hartreeFock {g : (ι → ℝ) → ℝ} {K : ι → ι → ℝ} {N : ℝ}
    (hg : ContinuousOn g (Icc 0 1)) (hK : ∀ i j, 0 ≤ K i j)
    (hN : 0 ≤ N) (hNM : N ≤ Fintype.card ι) :
    groundEnergy g K N 1 - groundEnergy g K N (1 / 2)
      ≤ (∑ i, ∑ j, K i j) / (2 * Real.exp 1) := by
  have h := (exponent_sensitivity hg hK hN hNM (a := 1 / 2) (b := 1)
    (by norm_num) (by norm_num)).2
  refine h.trans_eq ?_
  ring

/-- Sharpness: for one orbital with `g = 0`, exchange integral `k`, `a > 0` and electron number
`N = exp (-1 / (2 a))`, the derivative of the minimum energy with respect to the exponent at `a` is
`k / (2 a e)`. -/
theorem sensitivity_sharp (k : ℝ) {a : ℝ} (ha : 0 < a) :
    HasDerivAt (fun p => groundEnergy (fun _ : Fin 1 → ℝ => 0) (fun _ _ => k)
      (Real.exp (-1 / (2 * a))) p) (k / (2 * a * Real.exp 1)) a := by
  have hle : Real.exp (-1 / (2 * a)) ≤ 1 :=
    Real.exp_le_one_iff.2 (div_nonpos_of_nonpos_of_nonneg (by norm_num) (by positivity))
  -- the electron number fixes the only occupation
  have hset : occupations (Fin 1) (Real.exp (-1 / (2 * a)))
      = {fun _ => Real.exp (-1 / (2 * a))} := by
    ext n
    rw [mem_singleton_iff]
    constructor
    · rintro ⟨_, h⟩
      funext i
      rw [Subsingleton.elim i 0]
      simpa using h
    · rintro rfl
      exact ⟨fun _ => ⟨(Real.exp_pos _).le, hle⟩, by simp⟩
  have hf : (fun p => groundEnergy (fun _ : Fin 1 → ℝ => 0) (fun _ _ => k)
      (Real.exp (-1 / (2 * a))) p) = fun p => -(k / 2) * Real.exp (-p / a) := by
    funext p
    have hp : (Real.exp (-1 / (2 * a)) * Real.exp (-1 / (2 * a))) ^ p
        = Real.exp (-p / a) := by
      rw [← Real.exp_add, ← Real.exp_mul]
      congr 1
      ring
    rw [groundEnergy, hset, image_singleton, csInf_singleton]
    simp only [energy, Finset.univ_unique, Finset.sum_singleton, hp]
    ring
  rw [hf]
  have h : HasDerivAt (fun p : ℝ => -(k / 2) * Real.exp (-p / a))
      (-(k / 2) * (Real.exp (-a / a) * (-1 / a))) a :=
    (((hasDerivAt_id' a).fun_neg.div_const a).exp).const_mul _
  refine h.congr_deriv ?_
  rw [neg_div a a, div_self ha.ne', Real.exp_neg]
  ring

end

end PowerFunctional
```

```lean
#print axioms PowerFunctional.mueller_to_hartreeFock
#print axioms PowerFunctional.sensitivity_sharp
```

```
'PowerFunctional.mueller_to_hartreeFock' depends on axioms: [propext, Classical.choice, Quot.sound]
'PowerFunctional.sensitivity_sharp' depends on axioms: [propext, Classical.choice, Quot.sound]
```

## What each lemma contributes

`rpow_sub_rpow_le` is the estimate for a single power. It treats $x=0$ separately, writes the powers as exponentials and replaces $\ln x$ by `u`. The steps `h1` and `h4` are the two uses of $1+y\le e^y$, and the final `calc` combines them.

`energy_mono` and `energy_sub_le` give the two inequalities at fixed occupations. Both compare the double sums term by term with `Finset.sum_le_sum`, using `hK` to multiply by $K_{ij}$.

In `groundEnergy_isLeast`, `hcomp` is compactness, `hne` supplies the equal occupations and `hc` is continuity. The last line combines them: the image of the admissible set is compact and nonempty, so it contains its infimum.

`exponent_sensitivity` extracts the minimisers `n` and `m`. The facts `h1` and `h2` insert each as a trial vector for the other exponent, `h3` and `h4` compare the energies at fixed occupations, and `linarith` joins the chains. `mueller_to_hartreeFock` puts in the two exponents.

For `sensitivity_sharp`, `hset` shows that the admissible set has a single element, `hf` turns the minimum energy into $-\tfrac k2e^{-p/a}$, and the chain rule gives the derivative.
